# The current of a charge-sheet MOS channel, from its two end potentials

Take an n-channel MOS transistor in the charge-sheet model, with constant mobility and a uniformly doped substrate treated in the depletion approximation. Let its channel of length $L$ have a positive surface potential $\psi$, measured from the substrate bulk, continuous on $[0,L]$ and differentiable inside, and let it carry the same current $I$ at every interior point. Then

$$\frac{IL}{\mu W C_{ox}}=\Big[V_G\psi-\tfrac12\psi^2-\tfrac{2\gamma}{3}\psi^{3/2}\Big]_0^L+V_T\Big[\psi+\gamma\sqrt{\psi}\Big]_0^L ,$$

where a bracket means the value at $x=L$ minus the value at $x=0$. The first bracket is the drift part, the second the diffusion part. The current counts as positive when it flows from $x=L$ (drain) to $x=0$ (source). Here $\mu$ is the mobility, $W$ the width, $C_{ox}$ the oxide capacitance per area and $V_G$ the gate-to-substrate voltage minus its flat-band value; $\gamma$ and $V_T$ are explained below.

## Charge and current along the channel

The inversion layer is treated as a sheet with charge per area, in magnitude,

$$Q=C_{ox}\,(V_G-\psi-\gamma\sqrt{\psi}).$$

The gate field induces a total charge $C_{ox}(V_G-\psi)$. The part $C_{ox}\gamma\sqrt\psi$ is the fixed charge of the depleted substrate in the depletion approximation. The body coefficient is $\gamma=\sqrt{2q\varepsilon_sN_A}/C_{ox}$, with elementary charge $q$, semiconductor permittivity $\varepsilon_s$ and acceptor density $N_A$. The rest is mobile.

The current has a drift and a diffusion term:

$$I=\mu W\,(Q\psi'-V_TQ').$$

The thermal voltage $V_T=k_BT/q$ enters through the Einstein relation between diffusion constant and mobility. A constant $I$ expresses steady state with no charge entering or leaving along the channel.

## The current as a total derivative

By the chain rule, for $\psi>0$,

$$Q'=-C_{ox}\Big(1+\frac{\gamma}{2\sqrt\psi}\Big)\psi'.$$

Inserting this into the current gives

$$I=\mu WC_{ox}\Big[V_G-\psi-\gamma\sqrt\psi+V_T\Big(1+\frac{\gamma}{2\sqrt\psi}\Big)\Big]\psi'.$$

The square bracket is the derivative $F'(\psi)$ of

$$F(p)=V_Gp-\frac{p^2}{2}-\frac{2\gamma}{3}p^{3/2}+V_T(p+\gamma\sqrt p),$$

since $\frac{2\gamma}{3}\cdot\frac32\sqrt p=\gamma\sqrt p$. Hence $I=\mu WC_{ox}\,\frac{d}{dx}F(\psi(x))$. Integrating from $0$ to $x$ gives

$$Ix=\mu WC_{ox}\,[F(\psi(x))-F(\psi(0))],$$

and $x=L$ is the stated law.

## A profile for given end potentials

Conversely, take $L>0$, $V_T>0$, $\gamma\ge0$ and end potentials $0<a<b$ with $V_G-b-\gamma\sqrt b\ge0$, so that the mobile charge has not changed sign at the upper end. This factor decreases with potential, so it is nonnegative on all of $[a,b]$, and there $F'\ge V_T>0$. Thus $F$ is increasing and invertible on $[a,b]$. Define $\psi$, with values in $[a,b]$, by

$$F(\psi(x))=F(a)+\frac{D}{L}x,\qquad D=F(b)-F(a).$$

Then $\psi(0)=a$, $\psi(L)=b$, and the local current is $\mu WC_{ox}D/L$ everywhere inside.

## Evaluating the law in a compact model

In a surface-potential compact model of this idealised long channel with constant mobility, one first solves for $\psi(0)$ and $\psi(L)$ at the given bias and then evaluates the closed formula; no grid along the channel is needed.

When the end potentials $a$ and $b$ are close, subtracting separately evaluated brackets loses digits. Factoring out $b-a$ avoids this cancellation, though errors already present in $a$ and $b$ still enter through $b-a$:

$$\sqrt b-\sqrt a=\frac{b-a}{\sqrt a+\sqrt b},\qquad b^{3/2}-a^{3/2}=(b-a)\,\frac{a+\sqrt{ab}+b}{\sqrt a+\sqrt b}.$$

## Device, profile and current in Lean

`Device` holds the six real parameters, with no sign conditions. `overdrive` is $Q/C_{ox}$, `charge` is $Q$, `gain` is $\mu WC_{ox}$, `potential` is $F$ and `slope` is $F'$. In `current`, both $\psi'$ and $Q'$ are derivatives with respect to position, so the relation between $Q'$ and $\psi'$ is proved and not built in.

`d.Steady L I ψ` collects the assumptions on the profile: continuity and positivity on the closed interval, differentiability and constant current on the open one. `charge_sheet_current` adds $L\ge0$ and nonzero $\mu$, $W$, $C_{ox}$. With positive gain, $I$ is positive when $F(\psi)$ rises from $x=0$ to $x=L$.

The end potentials are inputs: the equations that fix them from the source, drain and gate voltages are not part of the file. The expression for $Q$ and the constant mobility are assumed, and velocity saturation and two-dimensional fields are left out.

```lean
import Mathlib

open Set Topology

namespace ChargeSheet

noncomputable section

/-- Parameters of a MOS transistor: mobility `μ`, width `W`, oxide capacitance per area `Cox`,
gate voltage `VG` (from flat band), body coefficient `γ` and thermal voltage `VT`. -/
structure Device where
  (μ W Cox VG γ VT : ℝ)

/-- The product of mobility, width and oxide capacitance. -/
def Device.gain (d : Device) : ℝ := d.μ * d.W * d.Cox

/-- The inversion charge, with the carriers' charge counted as positive, divided by the oxide
capacitance, at surface potential `p ≥ 0`. -/
def Device.overdrive (d : Device) (p : ℝ) : ℝ := d.VG - p - d.γ * √p

/-- The inversion sheet charge, with the carriers' charge counted as positive, at surface potential
`p ≥ 0`. -/
def Device.charge (d : Device) (p : ℝ) : ℝ := d.Cox * d.overdrive p

/-- The drift bracket of the current law, at surface potential `p ≥ 0`. -/
def Device.drift (d : Device) (p : ℝ) : ℝ :=
  d.VG * p - p ^ 2 / 2 - 2 * d.γ / 3 * p ^ (3 / 2 : ℝ)

/-- The diffusion bracket times the thermal voltage, at surface potential `p ≥ 0`. -/
def Device.diffusion (d : Device) (p : ℝ) : ℝ := d.VT * (p + d.γ * √p)

/-- The sum of the drift and diffusion terms. -/
def Device.potential (d : Device) (p : ℝ) : ℝ := d.drift p + d.diffusion p

/-- The rate of change of `potential` with surface potential, for `p > 0`. -/
def Device.slope (d : Device) (p : ℝ) : ℝ :=
  d.overdrive p + d.VT * (1 + d.γ / (2 * √p))

/-- The local channel current, drift plus diffusion, where the profile `ψ` is positive and
differentiable. -/
def Device.current (d : Device) (ψ : ℝ → ℝ) (x : ℝ) : ℝ :=
  d.μ * d.W * (d.charge (ψ x) * deriv ψ x - d.VT * deriv (fun y => d.charge (ψ y)) x)

/-- A positive surface potential profile on a channel of length `L` that carries the same
current `I` at every interior point. -/
structure Device.Steady (d : Device) (L I : ℝ) (ψ : ℝ → ℝ) : Prop where
  cont : ContinuousOn ψ (Icc 0 L)
  pos : ∀ x ∈ Icc 0 L, 0 < ψ x
  diff : ∀ x ∈ Ioo 0 L, DifferentiableAt ℝ ψ x
  const : ∀ x ∈ Ioo 0 L, d.current ψ x = I

/-- At positive surface potential, the sum of the drift and diffusion terms has derivative
`slope`. -/
theorem hasDerivAt_potential (d : Device) {p : ℝ} (hp : 0 < p) :
    HasDerivAt d.potential (d.slope p) p := by
  have h32 : HasDerivAt (fun s : ℝ => s ^ (3 / 2 : ℝ)) (3 / 2 * √p) p := by
    have h := Real.hasDerivAt_rpow_const (x := p) (p := (3 / 2 : ℝ)) (Or.inl hp.ne')
    rw [show (3 / 2 : ℝ) - 1 = 1 / 2 by norm_num, ← Real.sqrt_eq_rpow] at h
    exact h
  have h2 : HasDerivAt (fun s : ℝ => s ^ 2) (2 * p) p := by
    simpa using hasDerivAt_pow 2 p
  have hdr := (((hasDerivAt_id' p).const_mul d.VG).fun_sub (h2.div_const 2)).fun_sub
    (h32.const_mul (2 * d.γ / 3))
  have hdi := ((hasDerivAt_id' p).fun_add
    ((Real.hasDerivAt_sqrt hp.ne').const_mul d.γ)).const_mul d.VT
  refine (hdr.fun_add hdi).congr_deriv ?_
  simp only [Device.slope, Device.overdrive]
  ring

/-- The local current is the spatial derivative of `gain` times the sum of the drift and
diffusion terms. -/
theorem hasDerivAt_current (d : Device) {ψ : ℝ → ℝ} {x : ℝ} (hp : 0 < ψ x)
    (hψ : DifferentiableAt ℝ ψ x) :
    HasDerivAt (fun y => d.gain * d.potential (ψ y)) (d.current ψ x) x := by
  have hs : HasDerivAt d.charge (d.Cox * (0 - 1 - d.γ * (1 / (2 * √(ψ x))))) (ψ x) :=
    (((hasDerivAt_const (ψ x) d.VG).fun_sub (hasDerivAt_id' (ψ x))).fun_sub
      ((Real.hasDerivAt_sqrt hp.ne').const_mul d.γ)).const_mul d.Cox
  have hQ : HasDerivAt (fun y => d.charge (ψ y))
      (d.Cox * (0 - 1 - d.γ * (1 / (2 * √(ψ x)))) * deriv ψ x) x :=
    hs.comp x hψ.hasDerivAt
  have hF : HasDerivAt (fun y => d.potential (ψ y)) (d.slope (ψ x) * deriv ψ x) x :=
    (hasDerivAt_potential d hp).comp x hψ.hasDerivAt
  refine (hF.const_mul d.gain).congr_deriv ?_
  unfold Device.current
  rw [hQ.deriv]
  simp only [Device.slope, Device.charge, Device.gain]
  ring

/-- The current law between position `0` and any position `x` in the channel. -/
theorem current_mul_position (d : Device) {L I x : ℝ} {ψ : ℝ → ℝ} (h : d.Steady L I ψ)
    (hx : x ∈ Icc 0 L) :
    I * x = d.gain * (d.potential (ψ x) - d.potential (ψ 0)) := by
  rcases hx.1.eq_or_lt with h0 | h0
  · rw [← h0]; ring
  have hc : ContinuousOn (fun y => d.gain * d.potential (ψ y)) (Icc 0 x) := by
    intro y hy
    have hy' : y ∈ Icc 0 L := ⟨hy.1, hy.2.trans hx.2⟩
    have h1 : ContinuousWithinAt (fun y => d.potential (ψ y)) (Icc 0 x) y :=
      (hasDerivAt_potential d (h.pos y hy')).continuousAt.comp_continuousWithinAt
        ((h.cont y hy').mono (Icc_subset_Icc_right hx.2))
    exact continuousWithinAt_const.mul h1
  -- the mean slope equals the constant local current
  obtain ⟨c, -, hs⟩ := exists_hasDerivAt_eq_slope
    (fun y => d.gain * d.potential (ψ y)) (fun _ => I) h0 hc (fun y hy => by
      have hy' : y ∈ Ioo 0 L := ⟨hy.1, hy.2.trans_le hx.2⟩
      have h1 := hasDerivAt_current d (h.pos y (Ioo_subset_Icc_self hy')) (h.diff y hy')
      rwa [h.const y hy'] at h1)
  have hs' : I = (d.gain * d.potential (ψ x) - d.gain * d.potential (ψ 0)) / (x - 0) := hs
  rw [sub_zero, eq_div_iff h0.ne'] at hs'
  linear_combination hs'

/-- **Charge sheet current law**: the normalised current is the difference of the drift bracket
between the channel ends plus the thermal voltage times that of the diffusion bracket. -/
theorem charge_sheet_current (d : Device) {L I : ℝ} {ψ : ℝ → ℝ} (hμ : d.μ ≠ 0) (hW : d.W ≠ 0)
    (hC : d.Cox ≠ 0) (hL : 0 ≤ L) (h : d.Steady L I ψ) :
    I * L / (d.μ * d.W * d.Cox) =
      ((d.VG * ψ L - ψ L ^ 2 / 2 - 2 * d.γ / 3 * ψ L ^ (3 / 2 : ℝ))
        - (d.VG * ψ 0 - ψ 0 ^ 2 / 2 - 2 * d.γ / 3 * ψ 0 ^ (3 / 2 : ℝ)))
      + d.VT * ((ψ L + d.γ * √(ψ L)) - (ψ 0 + d.γ * √(ψ 0))) := by
  have e := current_mul_position d h (right_mem_Icc.2 hL)
  simp only [Device.potential, Device.drift, Device.diffusion, Device.gain] at e
  rw [div_eq_iff (mul_ne_zero (mul_ne_zero hμ hW) hC)]
  linear_combination e

/-- Up to a surface potential `b` where the overdrive is nonnegative, `slope` is at least the
thermal voltage. -/
theorem thermal_le_slope (d : Device) (hVT : 0 ≤ d.VT) (hγ : 0 ≤ d.γ) {p b : ℝ}
    (hpb : p ≤ b) (hQ : 0 ≤ d.overdrive b) : d.VT ≤ d.slope p := by
  have h1 : d.γ * √p ≤ d.γ * √b := mul_le_mul_of_nonneg_left (Real.sqrt_le_sqrt hpb) hγ
  have h2 : 0 ≤ d.VT * (d.γ / (2 * √p)) :=
    mul_nonneg hVT (div_nonneg hγ (by positivity))
  unfold Device.overdrive at hQ
  unfold Device.slope Device.overdrive
  rw [mul_add, mul_one]
  linarith

/-- Between surface potentials `u ≤ v` with nonnegative overdrive at `v`, the sum of the drift
and diffusion terms grows by at least the thermal voltage times `v - u`. -/
theorem potential_growth (d : Device) (hVT : 0 ≤ d.VT) (hγ : 0 ≤ d.γ) {u v : ℝ} (hu : 0 < u)
    (huv : u ≤ v) (hQ : 0 ≤ d.overdrive v) :
    d.VT * (v - u) ≤ d.potential v - d.potential u := by
  rcases huv.eq_or_lt with rfl | hlt
  · simp
  obtain ⟨c, hc, hs⟩ := exists_hasDerivAt_eq_slope d.potential d.slope hlt
    (fun y hy => (hasDerivAt_potential d (hu.trans_le hy.1)).continuousAt.continuousWithinAt)
    (fun y hy => hasDerivAt_potential d (hu.trans hy.1))
  have h1 := thermal_le_slope d hVT hγ hc.2.le hQ
  rwa [hs, le_div_iff₀ (sub_pos.2 hlt)] at h1

/-- **Existence of the channel profile**: end potentials `0 < a < b` with nonnegative overdrive
at `b` are joined by a steady profile carrying the charge sheet current. -/
theorem exists_steady (d : Device) (hVT : 0 < d.VT) (hγ : 0 ≤ d.γ) {a b L : ℝ} (ha : 0 < a)
    (hab : a < b) (hQ : 0 ≤ d.overdrive b) (hL : 0 < L) :
    ∃ ψ, d.Steady L (d.gain * (d.potential b - d.potential a) / L) ψ ∧ ψ 0 = a ∧ ψ L = b := by
  have grow : ∀ u ∈ Icc a b, ∀ v ∈ Icc a b, u ≤ v →
      d.VT * (v - u) ≤ d.potential v - d.potential u := by
    intro u hu v hv huv
    refine potential_growth d hVT.le hγ (ha.trans_le hu.1) huv ?_
    have h1 := mul_le_mul_of_nonneg_left (Real.sqrt_le_sqrt hv.2) hγ
    unfold Device.overdrive at hQ ⊢
    linarith [hv.2]
  have hΔ : 0 < d.potential b - d.potential a :=
    (mul_pos hVT (sub_pos.2 hab)).trans_le
      (grow a (left_mem_Icc.2 hab.le) b (right_mem_Icc.2 hab.le) hab.le)
  obtain ⟨D, hD⟩ : ∃ D, D = d.potential b - d.potential a := ⟨_, rfl⟩
  rw [← hD] at hΔ ⊢
  -- choose the profile so that `d.potential (ψ x)` is linear in position
  have hex : ∀ x ∈ Icc 0 L, ∃ p ∈ Icc a b, d.potential p = d.potential a + D / L * x := by
    intro x hx
    have h0 : 0 ≤ D / L * x := mul_nonneg (div_pos hΔ hL).le hx.1
    have h1 : D / L * x ≤ D / L * L := mul_le_mul_of_nonneg_left hx.2 (div_pos hΔ hL).le
    rw [div_mul_cancel₀ _ hL.ne'] at h1
    have hc : ContinuousOn d.potential (Icc a b) := fun y hy =>
      (hasDerivAt_potential d (ha.trans_le hy.1)).continuousAt.continuousWithinAt
    obtain ⟨p, hp, e⟩ := intermediate_value_Icc hab.le hc
      (show d.potential a + D / L * x ∈ Icc (d.potential a) (d.potential b) from
        ⟨by linarith, by linarith⟩)
    exact ⟨p, hp, e⟩
  choose! ψ hm hF using hex
  -- the growth bound makes the profile Lipschitz
  have one : ∀ x ∈ Icc 0 L, ∀ y ∈ Icc 0 L, ψ x - ψ y ≤ D / L / d.VT * |x - y| := by
    intro x hx y hy
    rcases le_total (ψ x) (ψ y) with h | h
    · have : 0 ≤ D / L / d.VT * |x - y| := by positivity
      linarith
    · have g := grow (ψ y) (hm y hy) (ψ x) (hm x hx) h
      rw [hF x hx, hF y hy] at g
      have k := mul_le_mul_of_nonneg_left (le_abs_self (x - y)) (div_pos hΔ hL).le
      rw [div_mul_eq_mul_div, le_div_iff₀ hVT]
      linarith
  have hcont : ContinuousOn ψ (Icc 0 L) :=
    (LipschitzOnWith.of_dist_le_mul (K := ⟨D / L / d.VT, by positivity⟩)
      (fun x hx y hy => by
        rw [Real.dist_eq, Real.dist_eq]
        exact abs_sub_le_iff.2 ⟨one x hx y hy, by
          rw [abs_sub_comm x y]; exact one y hy x hx⟩)).continuousOn
  have hpos : ∀ x ∈ Icc 0 L, 0 < ψ x := fun x hx => ha.trans_le (hm x hx).1
  have hdiff : ∀ x ∈ Ioo 0 L, DifferentiableAt ℝ ψ x := by
    intro x hx
    have hn : Icc 0 L ∈ 𝓝 x := Icc_mem_nhds hx.1 hx.2
    have hx' := Ioo_subset_Icc_self hx
    have hs : 0 < d.slope (ψ x) :=
      hVT.trans_le (thermal_le_slope d hVT.le hγ (hm x hx').2 hQ)
    have hf : HasDerivAt (fun s => L / D * (d.potential s - d.potential a))
        (L / D * d.slope (ψ x)) (ψ x) :=
      ((hasDerivAt_potential d (hpos x hx')).sub_const _).const_mul _
    refine (HasDerivAt.of_local_left_inverse (hcont.continuousAt hn) hf
      (mul_pos (div_pos hL hΔ) hs).ne' ?_).differentiableAt
    filter_upwards [hn] with y hy
    rw [hF y hy, add_sub_cancel_left]
    field_simp
  refine ⟨ψ, ⟨hcont, hpos, hdiff, ?_⟩, ?_, ?_⟩
  · intro x hx
    have h1 := hasDerivAt_current d (hpos x (Ioo_subset_Icc_self hx)) (hdiff x hx)
    have h2 : HasDerivAt (fun y => d.gain * (d.potential a + D / L * y))
        (d.gain * (D / L * 1)) x :=
      (((hasDerivAt_id' x).const_mul (D / L)).const_add _).const_mul _
    have h3 := h2.congr_of_eventuallyEq (f₁ := fun y => d.gain * d.potential (ψ y)) (by
      filter_upwards [Icc_mem_nhds hx.1 hx.2] with y hy
      rw [hF y hy])
    rw [h1.unique h3]
    ring
  · have h0 : (0 : ℝ) ∈ Icc 0 L := left_mem_Icc.2 hL.le
    have g := grow a (left_mem_Icc.2 hab.le) (ψ 0) (hm 0 h0) (hm 0 h0).1
    rw [hF 0 h0] at g
    exact le_antisymm (by nlinarith) (hm 0 h0).1
  · have h0 : L ∈ Icc 0 L := right_mem_Icc.2 hL.le
    have g := grow (ψ L) (hm L h0) b (right_mem_Icc.2 hab.le) (hm L h0).2
    rw [hF L h0, div_mul_cancel₀ _ hL.ne'] at g
    exact le_antisymm (hm L h0).2 (by nlinarith)

end

end ChargeSheet
```

```lean
#print axioms ChargeSheet.charge_sheet_current
#print axioms ChargeSheet.exists_steady
```

```
'ChargeSheet.charge_sheet_current' depends on axioms: [propext, Classical.choice, Quot.sound]
'ChargeSheet.exists_steady' depends on axioms: [propext, Classical.choice, Quot.sound]
```

## Mean value theorem in place of the integral

`hasDerivAt_potential` differentiates $F$ term by term at $p>0$; `ring` collects the result into `slope`. `hasDerivAt_current` computes $Q'$ by the chain rule, inserts it with `rw [hQ.deriv]`, and identifies the local current as the derivative of $\mu WC_{ox}F(\psi(x))$.

`current_mul_position` does the work of the integration. For $x=0$ both sides vanish. For $x>0$, `exists_hasDerivAt_eq_slope` supplies an interior point where the derivative equals the mean slope over $[0,x]$. The derivative is $I$ at every interior point, so the mean slope is $I$. `charge_sheet_current` sets $x=L$, unfolds the definitions and divides by the gain.

## Inverting $F$

For $V_T\ge0$ and $\gamma\ge0$, `thermal_le_slope` proves $F'\ge V_T$ at positive potentials up to one with nonnegative overdrive, and `potential_growth` turns this into $F(v)-F(u)\ge V_T(v-u)$, again by the mean value theorem.

`exists_steady` then builds the profile, for $V_T>0$, $\gamma\ge0$ and $L>0$:

- The intermediate value theorem gives, for each $x$, a potential in $[a,b]$ that solves the defining equation, and `choose!` gathers these values into a function `ψ`.
- The growth bound yields $|\psi(x)-\psi(y)|\le\frac{D}{LV_T}|x-y|$, hence continuity.
- The map $p\mapsto\frac LD(F(p)-F(a))$ recovers $x$ from $\psi(x)$ and has nonzero derivative, so `HasDerivAt.of_local_left_inverse` makes $\psi$ differentiable inside.
- Near an interior point $\mu WC_{ox}F(\psi)$ agrees with a linear function of position. Uniqueness of the derivative then fixes the local current.
- The growth bound, applied at the two ends, gives $\psi(0)=a$ and $\psi(L)=b$.
